# Normalized even-tempered Gaussians with a common centre on the line have a Toeplitz overlap matrix

For $a>0$, let $g_a(x)=(2a/\pi)^{1/4}e^{-ax^2}$ be the normalized Gaussian on $\mathbb R$, and let $S(a,b)=\int_{\mathbb R} g_a(x)\,g_b(x)\,dx$. Take even-tempered exponents $a_i=\alpha\beta^i$ with $\alpha>0$, $\beta>1$ and integer $i$. I believe that

$$S_{ij}=S(a_i,a_j)=\cosh\!\left(\frac{(i-j)\ln\beta}{2}\right)^{-1/2},$$

so that the overlap matrix is Toeplitz, with off-diagonal entries below 1. Can this be made rigorous, starting from the actual integral, and checked by machine?

## From the integral to the logarithmic distance

Yes. For $a,b>0$ the product of the two functions is again a Gaussian, with exponent $a+b$ and prefactor $(4ab/\pi^2)^{1/4}=(2\sqrt{ab}/\pi)^{1/2}$. Since $\int_{\mathbb R} e^{-(a+b)x^2}dx=\sqrt{\pi/(a+b)}$,

$$S(a,b)=\sqrt{\frac{2\sqrt{ab}}{a+b}}.$$

The fraction is the inverse of a hyperbolic cosine:

$$\cosh\frac{\ln a-\ln b}{2}=\frac12\left(\sqrt{\frac ab}+\sqrt{\frac ba}\right)=\frac{a+b}{2\sqrt{ab}}.$$

Hence $S(a,b)=\cosh((\ln a-\ln b)/2)^{-1/2}$, and $a=b$ gives 1. For even-tempered exponents $\ln a_i-\ln a_j=(i-j)\ln\beta$, which gives your formula. A common shift of $i$ and $j$ changes nothing, so the matrix is Toeplitz. If $i\ne j$, the argument $t=(i-j)\ln\beta/2$ is nonzero, so $\cosh t>1$ and $0<S_{ij}<1$.

The overlaps also decay. From $\cosh t\ge e^{|t|}/2$ it follows that

$$S_{ij}\le\sqrt2\,e^{-|t|/2}=\sqrt2\,e^{-|i-j|\ln\beta/4}.$$

Conversely, let $a_0<a_1<\cdots$ now be any increasing sequence of positive exponents with equal neighbouring overlaps. Because $\cosh$ is injective on $[0,\infty)$, all the spacings $\ln a_{k+1}-\ln a_k$ equal $\ln a_1-\ln a_0$. Thus $a_{k+1}=a_k\,(a_1/a_0)$, and by induction $a_i=a_0(a_1/a_0)^i$.

In electronic structure, even-tempered basis sets use exponents of this form. In this one-dimensional, single-centre model, $\beta$ alone fixes the overlap of neighbours, while $\alpha$ only sets the length scale.

## What the Lean statements say

`gaussian a x` is $g_a(x)$, and `overlap a b` is the integral over the whole line, not a formula put in its place. `exponent α β i` is $\alpha\beta^i$ with an integer power, so negative $i$ gives exponents below $\alpha$. `overlapMatrix α β` has type `Matrix ℤ ℤ ℝ`; the overlap matrix of a finite basis is a sub-block of it.

The main theorem, `evenTempered_overlap`, assumes `0 < α` and `1 < β` and states three things: the formula for all entries, invariance under $(i,j)\mapsto(i+k,j+k)$, and the strict bounds for $i\ne j$. `overlapMatrix_le_exp` is the decay bound. The converse, `evenTempered_of_equal_overlaps`, concerns an infinite sequence indexed by `ℕ`, with `StrictMono a` as a hypothesis; without an ordering, exponents could step up and back down with equal overlaps.

Gaussians on different centres and higher angular momenta are not covered, nor is the conditioning of the matrix.

```lean
import Mathlib

namespace EvenTemperedGaussians

noncomputable section

/-- The normalized Gaussian on the line with exponent `a > 0`. -/
def gaussian (a x : ℝ) : ℝ :=
  (2 * a / Real.pi) ^ (1 / 4 : ℝ) * Real.exp (-a * x ^ 2)

/-- The overlap integral of two Gaussians with exponents `a, b > 0`. -/
def overlap (a b : ℝ) : ℝ := ∫ x : ℝ, gaussian a x * gaussian b x

/-- The even-tempered exponents `α β ^ i`, for `β > 0` and integer `i`. -/
def exponent (α β : ℝ) (i : ℤ) : ℝ := α * β ^ i

/-- The overlap matrix of the Gaussians with even-tempered exponents. -/
def overlapMatrix (α β : ℝ) : Matrix ℤ ℤ ℝ :=
  Matrix.of fun i j => overlap (exponent α β i) (exponent α β j)

/-- The squared overlap of two normalized Gaussians is the geometric mean of the exponents
divided by their arithmetic mean. -/
theorem overlap_eq_sqrt {a b : ℝ} (ha : 0 < a) (hb : 0 < b) :
    overlap a b = √(2 * √(a * b) / (a + b)) := by
  have hpi := Real.pi_pos
  have hab : a + b ≠ 0 := by positivity
  -- the product of two Gaussians is a Gaussian
  have h : ∀ x : ℝ, gaussian a x * gaussian b x =
      ((2 * a / Real.pi) ^ (1 / 4 : ℝ) * (2 * b / Real.pi) ^ (1 / 4 : ℝ)) *
        Real.exp (-(a + b) * x ^ 2) := by
    intro x
    unfold gaussian
    rw [show -(a + b) * x ^ 2 = -a * x ^ 2 + -b * x ^ 2 by ring, Real.exp_add]
    ring
  have hy : 2 * a / Real.pi * (2 * b / Real.pi) = (2 * √(a * b) / Real.pi) ^ 2 := by
    rw [div_pow, mul_pow, Real.sq_sqrt (by positivity)]
    ring
  have hroot : ∀ y : ℝ, 0 ≤ y → (y ^ 2) ^ (1 / 4 : ℝ) = √y := by
    intro y hy0
    rw [Real.sqrt_eq_rpow, ← Real.rpow_natCast y 2, ← Real.rpow_mul hy0]
    norm_num
  unfold overlap
  simp_rw [h]
  rw [MeasureTheory.integral_const_mul, integral_gaussian,
    ← Real.mul_rpow (by positivity) (by positivity), hy, hroot _ (by positivity),
    ← Real.sqrt_mul (by positivity)]
  congr 1
  field_simp

/-- The arithmetic mean of two positive exponents divided by their geometric mean is the
hyperbolic cosine of half their logarithmic distance. -/
theorem cosh_half_log_sub {a b : ℝ} (ha : 0 < a) (hb : 0 < b) :
    Real.cosh ((Real.log a - Real.log b) / 2) = (a + b) / (2 * √(a * b)) := by
  have hp : Real.exp (Real.log a / 2) ^ 2 = a := by
    rw [sq, ← Real.exp_add, add_halves, Real.exp_log ha]
  have hq : Real.exp (Real.log b / 2) ^ 2 = b := by
    rw [sq, ← Real.exp_add, add_halves, Real.exp_log hb]
  have hs : √(a * b) = Real.exp (Real.log a / 2) * Real.exp (Real.log b / 2) := by
    rw [Real.sqrt_eq_iff_mul_self_eq (by positivity) (by positivity), ← sq, mul_pow, hp, hq]
  have hab : a + b = Real.exp (Real.log a / 2) ^ 2 + Real.exp (Real.log b / 2) ^ 2 := by
    rw [hp, hq]
  have alg : ∀ p q : ℝ, 0 < p → 0 < q →
      (p / q + q / p) / 2 = (p ^ 2 + q ^ 2) / (2 * (p * q)) := by
    intro p q hp0 hq0
    rw [div_add_div _ _ hq0.ne' hp0.ne', div_div]
    congr 1 <;> ring
  rw [Real.cosh_eq, hs, hab,
    show (Real.log a - Real.log b) / 2 = Real.log a / 2 - Real.log b / 2 by ring,
    show -(Real.log a / 2 - Real.log b / 2) = Real.log b / 2 - Real.log a / 2 by ring,
    Real.exp_sub, Real.exp_sub]
  exact alg _ _ (Real.exp_pos _) (Real.exp_pos _)

/-- The overlap of two normalized Gaussians is a function of the difference of the logarithms
of their exponents. -/
theorem overlap_eq_cosh {a b : ℝ} (ha : 0 < a) (hb : 0 < b) :
    overlap a b = Real.cosh ((Real.log a - Real.log b) / 2) ^ (-(1 / 2) : ℝ) := by
  rw [Real.rpow_neg (Real.cosh_pos _).le, ← Real.sqrt_eq_rpow, ← Real.sqrt_inv,
    cosh_half_log_sub ha hb, inv_div, overlap_eq_sqrt ha hb]

/-- Each Gaussian has unit overlap with itself. -/
theorem overlap_self {a : ℝ} (ha : 0 < a) : overlap a a = 1 := by
  simp [overlap_eq_cosh ha ha]

/-- The overlap of the even-tempered Gaussians `i` and `j` is
`cosh ((i - j) ln β / 2) ^ (-1/2)`. -/
theorem overlapMatrix_apply {α β : ℝ} (hα : 0 < α) (hβ : 0 < β) (i j : ℤ) :
    overlapMatrix α β i j =
      Real.cosh (((i : ℝ) - j) * Real.log β / 2) ^ (-(1 / 2) : ℝ) := by
  have hpos : ∀ k : ℤ, 0 < exponent α β k := fun k => mul_pos hα (zpow_pos hβ k)
  have hlog : ∀ k : ℤ, Real.log (exponent α β k) = Real.log α + k * Real.log β := by
    intro k
    unfold exponent
    rw [Real.log_mul hα.ne' (zpow_pos hβ k).ne', Real.log_zpow]
  change overlap (exponent α β i) (exponent α β j) = _
  rw [overlap_eq_cosh (hpos i) (hpos j), hlog, hlog]
  congr 2
  ring

/-- The even-tempered overlap matrix has the entries `cosh ((i - j) ln β / 2) ^ (-1/2)`, is
unchanged by a common shift of both indices, and has off-diagonal entries strictly between
0 and 1. -/
theorem evenTempered_overlap {α β : ℝ} (hα : 0 < α) (hβ : 1 < β) :
    (∀ i j : ℤ, overlapMatrix α β i j =
      Real.cosh (((i : ℝ) - j) * Real.log β / 2) ^ (-(1 / 2) : ℝ)) ∧
    (∀ i j k : ℤ, overlapMatrix α β (i + k) (j + k) = overlapMatrix α β i j) ∧
    (∀ i j : ℤ, i ≠ j → 0 < overlapMatrix α β i j ∧ overlapMatrix α β i j < 1) := by
  have hβ0 : 0 < β := by linarith
  refine ⟨overlapMatrix_apply hα hβ0, fun i j k => ?_, fun i j hij => ?_⟩
  · rw [overlapMatrix_apply hα hβ0, overlapMatrix_apply hα hβ0]
    push_cast
    rw [add_sub_add_right_eq_sub]
  · rw [overlapMatrix_apply hα hβ0]
    have hij' : (i : ℝ) - j ≠ 0 := sub_ne_zero.mpr (by exact_mod_cast hij)
    have ht : ((i : ℝ) - j) * Real.log β / 2 ≠ 0 :=
      div_ne_zero (mul_ne_zero hij' (Real.log_pos hβ).ne') two_ne_zero
    exact ⟨Real.rpow_pos_of_pos (Real.cosh_pos _) _,
      Real.rpow_lt_one_of_one_lt_of_neg (Real.one_lt_cosh.mpr ht) (by norm_num)⟩

/-- The even-tempered overlaps decay at least exponentially with the index distance. -/
theorem overlapMatrix_le_exp {α β : ℝ} (hα : 0 < α) (hβ : 1 < β) (i j : ℤ) :
    overlapMatrix α β i j ≤ √2 * Real.exp (-(|(i : ℝ) - j| * Real.log β / 4)) := by
  rw [overlapMatrix_apply hα (by linarith)]
  set t := ((i : ℝ) - j) * Real.log β / 2 with ht
  have habs : |t| = |(i : ℝ) - j| * Real.log β / 2 := by
    rw [ht, abs_div, abs_mul, abs_of_pos (Real.log_pos hβ), abs_of_pos (two_pos : (0 : ℝ) < 2)]
  -- the growing exponential alone bounds cosh from below
  have hc : Real.exp |t| / 2 ≤ Real.cosh t := by
    rw [← Real.cosh_abs, Real.cosh_eq]
    linarith [Real.exp_pos (-|t|)]
  calc Real.cosh t ^ (-(1 / 2) : ℝ)
      ≤ (Real.exp |t| / 2) ^ (-(1 / 2) : ℝ) :=
        Real.rpow_le_rpow_of_nonpos (by positivity) hc (by norm_num)
    _ = √2 * Real.exp (-(|(i : ℝ) - j| * Real.log β / 4)) := by
        rw [Real.div_rpow (Real.exp_pos _).le (by norm_num), ← Real.exp_mul,
          Real.rpow_neg (by norm_num : (0 : ℝ) ≤ 2), ← Real.sqrt_eq_rpow, div_inv_eq_mul,
          mul_comm, habs]
        congr 2
        ring

/-- An increasing sequence of positive exponents whose neighbouring Gaussians all have the
same overlap is even-tempered. -/
theorem evenTempered_of_equal_overlaps {a : ℕ → ℝ} (hpos : ∀ i, 0 < a i)
    (hmono : StrictMono a)
    (h : ∀ i, overlap (a i) (a (i + 1)) = overlap (a 0) (a 1)) (i : ℕ) :
    a i = a 0 * (a 1 / a 0) ^ i := by
  have step : ∀ k, a (k + 1) = a k * (a 1 / a 0) := by
    intro k
    have hk := h k
    rw [overlap_eq_cosh (hpos _) (hpos _), overlap_eq_cosh (hpos _) (hpos _),
      Real.rpow_left_inj (Real.cosh_pos _).le (Real.cosh_pos _).le (by norm_num)] at hk
    -- equal cosh means equal logarithmic spacing
    have habs := le_antisymm (Real.cosh_le_cosh.mp hk.le) (Real.cosh_le_cosh.mp hk.ge)
    have h1 := Real.log_lt_log (hpos k) (hmono (Nat.lt_succ_self k))
    have h2 := Real.log_lt_log (hpos 0) (hmono Nat.zero_lt_one)
    rw [abs_of_neg (by linarith), abs_of_neg (by linarith)] at habs
    have hr : 0 < a 1 / a 0 := div_pos (hpos 1) (hpos 0)
    apply Real.log_injOn_pos (Set.mem_Ioi.mpr (hpos _))
      (Set.mem_Ioi.mpr (mul_pos (hpos k) hr))
    rw [Real.log_mul (hpos k).ne' hr.ne', Real.log_div (hpos 1).ne' (hpos 0).ne']
    linarith
  induction i with
  | zero => simp
  | succ n ih => rw [step n, ih, pow_succ, mul_assoc]

end

end EvenTemperedGaussians
```

```lean
#print axioms EvenTemperedGaussians.overlap_self
-- 'EvenTemperedGaussians.overlap_self' depends on axioms: [propext, Classical.choice, Quot.sound]
#print axioms EvenTemperedGaussians.evenTempered_overlap
-- 'EvenTemperedGaussians.evenTempered_overlap' depends on axioms: [propext, Classical.choice, Quot.sound]
#print axioms EvenTemperedGaussians.overlapMatrix_le_exp
-- 'EvenTemperedGaussians.overlapMatrix_le_exp' depends on axioms: [propext, Classical.choice, Quot.sound]
#print axioms EvenTemperedGaussians.evenTempered_of_equal_overlaps
-- 'EvenTemperedGaussians.evenTempered_of_equal_overlaps' depends on axioms: [propext, Classical.choice, Quot.sound]
```

## How the proof follows the calculation

In `overlap_eq_sqrt`, the step `h` merges the two exponentials and `integral_gaussian` evaluates the integral. The steps `hy` and `hroot` turn the product of fourth roots into one square root, and `field_simp` cancels $\pi$.

`cosh_half_log_sub` writes $p=e^{\ln a/2}$ and $q=e^{\ln b/2}$, which reduces the identity to $(p/q+q/p)/2=(p^2+q^2)/(2pq)$, proved as `alg`. `overlap_eq_cosh` combines the two lemmas, and `overlap_self` is the normalization.

`overlapMatrix_apply` inserts $\ln a_i=\ln\alpha+i\ln\beta$ through `hlog`. In the main theorem the shift $k$ then cancels in the index difference, and `Real.one_lt_cosh` supplies the upper bound. For the decay, `hc` is the lower bound on $\cosh t$; the negative power reverses it.

In the converse, `Real.rpow_left_inj` removes the power $-1/2$. Two uses of `Real.cosh_le_cosh` give equal absolute logarithmic spacings, monotonicity fixes their signs, and injectivity of the logarithm yields `step`, on which the induction runs.

## The same functions in three dimensions

The model could have used normalized s-type Gaussians with a common centre in $\mathbb R^3$, like the s-type primitives on one atom in a molecular basis set. The integral would factor into three equal one-dimensional ones, so the power $-1/2$ would become $-3/2$. The matrix would still be Toeplitz, with smaller off-diagonal entries for the same $\beta$; this variant is argued here only in prose.
